# Sinusoidal driving multiplies each hopping range of the averaged band by its own Bessel factor

Take ħ = 1, lattice spacing 1 and drive frequency 1, and let a chain with real hopping parameters h_1, …, h_n have the band energy ε(k) = Σ h_p cos(pk), where p runs from 1 to n and k is the Bloch momentum. A force z cos t moves the momentum from k at t = 0 to k + z sin t at time t, the average of a function f over the period [0, 2π] is written ⟨f⟩, and J₀(y) means ⟨cos(y sin t)⟩.

```lean
import Mathlib

open scoped Real

namespace DrivenHoppingChain

noncomputable section

/-- The average of a function of time over one drive period `[0, 2π]`. -/
def periodAverage (f : ℝ → ℝ) : ℝ := (∫ t in (0 : ℝ)..(2 * π), f t) / (2 * π)

/-- The Bessel function `J₀(y)`, as the period average of `cos (y sin t)`. -/
def besselJ0 (y : ℝ) : ℝ := periodAverage fun t => Real.cos (y * Real.sin t)

/-- The band energy at Bloch momentum `k` of a chain with hopping parameters `h p` (twice the matrix
elements for a jump in either direction) of ranges `p = 1, …, n`. -/
def band (n : ℕ) (h : ℕ → ℝ) (k : ℝ) : ℝ :=
  ∑ p ∈ Finset.Icc 1 n, h p * Real.cos (p * k)

/-- The band energy is a continuous function of the Bloch momentum. -/
theorem band_continuous (n : ℕ) (h : ℕ → ℝ) : Continuous (band n h) := by
  unfold band
  exact continuous_finsetSum _ fun p _ => by fun_prop

/-- The function `sin (y sin t)` of time `t` integrates to zero over `[0, 2π]`. -/
theorem integral_sin_sin (y : ℝ) :
    ∫ t in (0 : ℝ)..(2 * π), Real.sin (y * Real.sin t) = 0 := by
  -- reflect time, t → 2π - t
  have h := intervalIntegral.integral_comp_sub_left (a := 0) (b := 2 * π)
    (fun t => Real.sin (y * Real.sin t)) (2 * π)
  simp only [Real.sin_two_pi_sub, mul_neg, Real.sin_neg, intervalIntegral.integral_neg,
    sub_self, sub_zero] at h
  linarith

/-- Averaging a single harmonic of the shaken momentum `k + z sin t` multiplies it by
a Bessel factor whose argument is the drive strength times the harmonic's range `a`. -/
theorem average_harmonic (a k z : ℝ) :
    periodAverage (fun t => Real.cos (a * (k + z * Real.sin t))) =
      besselJ0 (a * z) * Real.cos (a * k) := by
  have h : ∀ t : ℝ, Real.cos (a * (k + z * Real.sin t)) =
      Real.cos (a * k) * Real.cos (a * z * Real.sin t) -
        Real.sin (a * k) * Real.sin (a * z * Real.sin t) := by
    intro t
    rw [mul_add, Real.cos_add, ← mul_assoc a z]
  simp only [besselJ0, periodAverage, h]
  rw [intervalIntegral.integral_sub, intervalIntegral.integral_const_mul,
    intervalIntegral.integral_const_mul, integral_sin_sin]
  · ring
  all_goals exact Continuous.intervalIntegrable (by fun_prop) _ _

/-- The period-averaged band of the driven chain is again a band, in which the hopping
of range `p` is rescaled by its own Bessel factor `J₀(p z)`. -/
theorem average_band (n : ℕ) (h : ℕ → ℝ) (k z : ℝ) :
    periodAverage (fun t => band n h (k + z * Real.sin t)) =
      band n (fun p => h p * besselJ0 (p * z)) k := by
  simp only [band, periodAverage]
  rw [intervalIntegral.integral_finsetSum]
  · rw [Finset.sum_div]
    refine Finset.sum_congr rfl fun p _ => ?_
    have hp := average_harmonic p k z
    simp only [periodAverage] at hp
    rw [intervalIntegral.integral_const_mul, mul_div_assoc, hp]
    ring
  · intro p _
    exact Continuous.intervalIntegrable (by fun_prop) _ _

/-- An amplitude obeying `i ψ' = E(t) ψ` with continuous real energy `E` acquires over
the interval `[0, 2π]` the phase set by the average of `E`. -/
theorem phase_after_period (E : ℝ → ℝ) (hE : Continuous E) (ψ : ℝ → ℂ)
    (hψ : ∀ t, HasDerivAt ψ (-Complex.I * (E t : ℂ) * ψ t) t) :
    ψ (2 * π) =
      Complex.exp (-(Complex.I * ((2 * π * periodAverage E : ℝ) : ℂ))) * ψ 0 := by
  -- removing the dynamical phase leaves a constant amplitude
  have hG : ∀ t, HasDerivAt
      (fun t => Complex.exp (Complex.I * ((∫ s in (0 : ℝ)..t, E s : ℝ) : ℂ)) * ψ t) 0 t := by
    intro t
    have h0 : HasDerivAt (fun t => ∫ s in (0 : ℝ)..t, E s) (E t) t :=
      (hE.integral_hasStrictDerivAt 0 t).hasDerivAt
    have h1 : HasDerivAt
        (fun t => Complex.exp (Complex.I * ((∫ s in (0 : ℝ)..t, E s : ℝ) : ℂ)))
        (Complex.exp (Complex.I * ((∫ s in (0 : ℝ)..t, E s : ℝ) : ℂ)) *
          (Complex.I * (E t : ℂ))) t :=
      (h0.ofReal_comp.const_mul Complex.I).cexp
    exact (h1.fun_mul (hψ t)).congr_deriv (by ring)
  have hc := is_const_of_deriv_eq_zero (fun t => (hG t).differentiableAt)
    (fun t => (hG t).deriv) (2 * π) 0
  simp only [intervalIntegral.integral_same, Complex.ofReal_zero, mul_zero,
    Complex.exp_zero, one_mul] at hc
  have hA : 2 * π * periodAverage E = ∫ s in (0 : ℝ)..(2 * π), E s := by
    unfold periodAverage
    exact mul_div_cancel₀ _ (by positivity)
  rw [hA, ← hc, ← mul_assoc, ← Complex.exp_add, neg_add_cancel, Complex.exp_zero, one_mul]

/-- A Bloch amplitude of the driven chain is multiplied over the drive period `[0, 2π]` by
the Floquet phase factor whose quasienergy is the band with Bessel-rescaled hoppings. -/
theorem floquet_multiplier (n : ℕ) (h : ℕ → ℝ) (k z : ℝ) (ψ : ℝ → ℂ)
    (hψ : ∀ t, HasDerivAt ψ
      (-Complex.I * (band n h (k + z * Real.sin t) : ℂ) * ψ t) t) :
    ψ (2 * π) = Complex.exp (-(Complex.I *
      ((2 * π * band n (fun p => h p * besselJ0 (p * z)) k : ℝ) : ℂ))) * ψ 0 := by
  rw [← average_band]
  exact phase_after_period (fun t => band n h (k + z * Real.sin t))
    ((band_continuous n h).comp (by fun_prop)) ψ hψ

/-- A cosine with a nonzero integer wave number integrates to zero over `[0, 2π]`. -/
theorem integral_cos_int (m : ℤ) (hm : m ≠ 0) :
    ∫ x in (0 : ℝ)..(2 * π), Real.cos (m * x) = 0 := by
  have hs : Real.sin ((m : ℝ) * (2 * π)) = 0 := by
    have h := Real.sin_int_mul_pi (2 * m)
    push_cast at h
    convert h using 2
    ring
  have hm' : (m : ℝ) ≠ 0 := Int.cast_ne_zero.mpr hm
  rw [intervalIntegral.integral_comp_mul_left (fun x => Real.cos x) hm', integral_cos, hs]
  simp

/-- Harmonics of different hopping ranges are orthogonal over the Brillouin zone, and
the square of a harmonic of range `q ≥ 1` integrates to `π`. -/
theorem integral_cos_mul_cos (p q : ℕ) (hq : 1 ≤ q) :
    ∫ x in (0 : ℝ)..(2 * π), Real.cos (p * x) * Real.cos (q * x) =
      if p = q then π else 0 := by
  have h : ∀ x : ℝ, Real.cos (p * x) * Real.cos (q * x) =
      (1 / 2) * Real.cos ((((p : ℤ) - q : ℤ) : ℝ) * x) +
        (1 / 2) * Real.cos ((((p : ℤ) + q : ℤ) : ℝ) * x) := by
    intro x
    push_cast
    rw [sub_mul, add_mul, Real.cos_sub, Real.cos_add]
    ring
  simp only [h]
  rw [intervalIntegral.integral_add, intervalIntegral.integral_const_mul,
    intervalIntegral.integral_const_mul, integral_cos_int ((p : ℤ) + q) (by omega)]
  · split_ifs with hpq
    · subst hpq
      simp only [sub_self, Int.cast_zero, zero_mul, Real.cos_zero,
        intervalIntegral.integral_const, smul_eq_mul]
      ring
    · rw [integral_cos_int ((p : ℤ) - q) (by omega)]
      ring
  all_goals exact Continuous.intervalIntegrable (by fun_prop) _ _

/-- The period-averaged band is flat in `k` exactly when every hopping range `p` from `1`
to `n` is either absent or has a vanishing Bessel factor `J₀(p z)`. -/
theorem flat_band_iff (n : ℕ) (h : ℕ → ℝ) (z : ℝ) :
    (∀ k k' : ℝ, periodAverage (fun t => band n h (k + z * Real.sin t)) =
      periodAverage (fun t => band n h (k' + z * Real.sin t))) ↔
    ∀ p ∈ Finset.Icc 1 n, h p = 0 ∨ besselJ0 (p * z) = 0 := by
  simp only [average_band, ← mul_eq_zero]
  generalize hg : (fun p : ℕ => h p * besselJ0 (p * z)) = g
  have hgp : ∀ p : ℕ, h p * besselJ0 (p * z) = g p := fun p => congrFun hg p
  simp only [hgp]
  constructor
  · intro hflat q hq
    have hq1 : 1 ≤ q := (Finset.mem_Icc.mp hq).1
    -- projecting on the harmonic of range q extracts its hopping
    have h1 : ∫ x in (0 : ℝ)..(2 * π), band n g x * Real.cos (q * x) = g q * π := by
      simp only [band, Finset.sum_mul, mul_assoc]
      rw [intervalIntegral.integral_finsetSum]
      · simp only [intervalIntegral.integral_const_mul, integral_cos_mul_cos _ q hq1,
          mul_ite, mul_zero, Finset.sum_ite_eq', hq, if_true]
      · intro p _
        exact Continuous.intervalIntegrable (by fun_prop) _ _
    -- a constant has no such component
    have h2 : ∫ x in (0 : ℝ)..(2 * π), band n g x * Real.cos (q * x) =
        ∫ x in (0 : ℝ)..(2 * π), band n g 0 * Real.cos (q * x) :=
      intervalIntegral.integral_congr fun x _ =>
        congrArg (· * Real.cos (q * x)) (hflat x 0)
    have h3 := integral_cos_int (q : ℤ) (by omega)
    simp only [Int.cast_natCast] at h3
    rw [h1, intervalIntegral.integral_const_mul, h3, mul_zero] at h2
    exact (mul_eq_zero.mp h2).resolve_right Real.pi_ne_zero
  · intro h0 k k'
    unfold band
    exact Finset.sum_congr rfl fun p hp => by rw [h0 p hp, zero_mul, zero_mul]

end

end DrivenHoppingChain
```

```lean
#print axioms DrivenHoppingChain.average_band
-- 'DrivenHoppingChain.average_band' depends on axioms: [propext, Classical.choice, Quot.sound]
#print axioms DrivenHoppingChain.floquet_multiplier
-- 'DrivenHoppingChain.floquet_multiplier' depends on axioms: [propext, Classical.choice, Quot.sound]
#print axioms DrivenHoppingChain.flat_band_iff
-- 'DrivenHoppingChain.flat_band_iff' depends on axioms: [propext, Classical.choice, Quot.sound]
```

## The averaged band, the Floquet phase and the flat-band condition

The theorem `average_band` states that, for every n, all real hoppings and all real k and z,

⟨ε(k + z sin t)⟩ = Σ h_p J₀(pz) cos(pk).

The right-hand side is again a band of the same chain, with h_p replaced by h_p J₀(pz). Call it ε_eff(k). With a single hopping range, driving only multiplies the band by a constant. With several ranges the factors J₀(pz) generally differ, and then the shape of the band changes too.

The theorem `floquet_multiplier` concerns the amplitude ψ(t) of a Bloch state at fixed k. If ψ satisfies

i ψ′(t) = ε(k + z sin t) ψ(t)

at every real time t, then

ψ(2π) = exp(−2πi ε_eff(k)) ψ(0).

The averaged band is therefore a quasienergy of this model, with no assumption that the drive is fast compared with the hopping. Since only the phase factor is fixed, a quasienergy is determined up to an integer, that is, up to a multiple of the drive frequency.

The theorem `flat_band_iff` states that ε_eff has the same value at all k exactly when, for each p from 1 to n, either h_p = 0 or J₀(pz) = 0. A drive strength with J₀(z) = 0 thus flattens a chain that has only nearest-neighbour hopping, while a hopping of range two disappears only if J₀(2z) = 0. For n = 0 there is no condition to check, and the band is zero.

## From the Lean objects to a shaken lattice

`band n h k` is ε(k). The hoppings are given as a function `h : ℕ → ℝ`, of which only the values at 1, …, n are read, because the sum runs over `Finset.Icc 1 n`. With this normalisation the matrix element for a jump by p sites in either direction is h_p/2. The sum has no p = 0 term, so the on-site energy is set to zero, and a flat averaged band is in fact identically zero. By `floquet_multiplier`, every Bloch amplitude then returns to its initial value after one period. This is the momentum-space form of dynamic localisation.

`periodAverage` is the integral over [0, 2π] divided by 2π, and `besselJ0` is defined through it. The file does not connect this definition with the power series or the differential equation of the Bessel function, and it does not show that zeros of J₀ exist.

The number z stands for the force amplitude times the lattice spacing, divided by ħ times the drive frequency. The shift of k to k + z sin t is put in as the model of the drive: it is what a spatially uniform force z cos t produces through k′ = force. The Schrödinger equation enters as the hypothesis `hψ`, which gives the derivative of `ψ` at each time through `HasDerivAt`.

The model has one band, real hoppings of finite range, no interactions and a purely sinusoidal force. The restriction to one band matters for the Floquet phase. At fixed k the Hamiltonian is then a single number, so its values at different times commute. With several coupled bands it is a matrix, and its time average does not in general give the quasienergies. For a single-band, non-interacting chain with periodic boundary conditions, and with this force entered as the momentum shift, the formula supplies the exact one-period phase at each allowed k, against which a numerical propagator can be tested.

## Averaging one harmonic, then the band

Let a be any real number. The addition theorem gives

cos(a(k + z sin t)) = cos(ak) cos(az sin t) − sin(ak) sin(az sin t).

The average of the first term is cos(ak) J₀(az), by the definition of J₀. For the second term, put I = ∫ sin(y sin t) dt over [0, 2π], with y = az. Substituting 2π − t for t leaves the interval unchanged and reverses the sign of sin t, so I = −I and hence I = 0. This leaves

⟨cos(a(k + z sin t))⟩ = J₀(az) cos(ak).

Setting a = p, multiplying by h_p and summing over p gives the averaged band.

In the file, `integral_sin_sin` carries out the reflection: `intervalIntegral.integral_comp_sub_left` supplies the substitution, `simp` turns it into an equation between I and −I, and `linarith` concludes. The lemma `average_harmonic` proves the addition formula pointwise as `h` and then integrates the two terms separately. Each splitting of an integral requires integrability, which follows from continuity. In `average_band`, `intervalIntegral.integral_finsetSum` exchanges the integral with the finite sum, and `Finset.sum_congr` reduces the claim to one harmonic at a time.

## Removing the dynamical phase

Write E(t) = ε(k + z sin t), and let Φ(t) be the integral of E from 0 to t. Since Φ′ = E and ψ′ = −iEψ, the product rule gives

d/dt [exp(iΦ) ψ] = iE exp(iΦ) ψ − iE exp(iΦ) ψ = 0.

The bracket is constant. At t = 0 it equals ψ(0), because Φ(0) = 0, so

exp(iΦ(2π)) ψ(2π) = ψ(0).

By the definition of the average, Φ(2π) = 2π⟨E⟩, and by the previous result ⟨E⟩ = ε_eff(k). Multiplying by exp(−iΦ(2π)) gives the Floquet phase.

The lemma `phase_after_period` does this for any continuous real `E`. Inside it, `hG` is the vanishing derivative, `hc` compares the times 2π and 0, and `hA` identifies the integral with 2π times the average. `floquet_multiplier` first rewrites the Bessel-rescaled band as an average by using `average_band` from right to left. It then applies the lemma, with continuity supplied by `band_continuous`.

The step from a zero derivative to a constant is Mathlib's `is_const_of_deriv_eq_zero`. It takes two inputs, that the function is differentiable and that its `deriv` is zero everywhere, and returns equality of the values at any two chosen points. Both inputs are needed because Mathlib assigns `deriv` the value 0 wherever a function has no derivative, so a step function would satisfy the second input alone. A `HasDerivAt` statement contains both pieces of information, and the proof extracts them from `hG` as `.differentiableAt` and `.deriv`. The argument never divides by ψ, so the zero solution needs no separate treatment, and no uniqueness theorem for differential equations is called.

## Reading a hopping off the band

Put g_p = h_p J₀(pz), so that ε_eff(x) = Σ g_p cos(px). For q ≥ 1,

cos(px) cos(qx) = ½ cos((p − q)x) + ½ cos((p + q)x).

A cosine with a nonzero integer wave number integrates to zero over [0, 2π]. The second term always has such a wave number. The first does too unless p = q, in which case it is the constant ½ and integrates to π. Hence, for q from 1 to n,

∫ ε_eff(x) cos(qx) dx = π g_q.

If the band is flat, ε_eff(x) can be replaced by ε_eff(0) under the integral. What remains is ε_eff(0) times the integral of cos(qx), which is zero. So π g_q = 0, and therefore g_q = 0. Conversely, if every g_p vanishes, each term of the sum is zero at every k, and the band is flat. A product of real numbers vanishes exactly when one of its factors does, which gives the condition in terms of h_p and J₀(pz).

The two integrals are `integral_cos_int` and `integral_cos_mul_cos`. The latter works with integer wave numbers, since p − q may be negative, and splits into the cases p = q and p ≠ q. In `flat_band_iff`, the first `simp only` replaces the averages by bands and each "or" by a vanishing product, and `generalize` names these products `g`. The steps `h1` and `h2` are then the projection and the replacement of the band by its value at 0, and `h3` is the vanishing integral of the remaining cosine.

## The same chain in position space

The drive could also have been modelled by site amplitudes c_j(t), with j running over the integers and a time-dependent linear potential:

i c_j′ = Σ (h_p/2)(c_{j+p} + c_{j−p}) − j z cos t · c_j.

Writing c_j = exp(i j z sin t) b_j removes the potential and attaches the phases exp(±i p z sin t) to the hoppings. A plane wave b_j = exp(ikj) ψ(t) then obeys the equation assumed in `floquet_multiplier`. In this version the shift of the momentum would be derived from the force. The formal statement would, however, need an infinite system of coupled equations, and a theorem about normalisable states would also have to be stated for square-summable amplitudes. The Bessel factors would be the same.
